# An exact formula for the frozen-minus-relaxed gap at the N-electron minimum, for strictly convex quadratic N±1 energies

"Relaxed" needs a definition before two gaps can be compared. Here the orbitals of all three charge states are described by the same list of unconstrained real parameters $x\in\mathbb{R}^n$, and each charge state has its own energy function of $x$: $E_+$ for $N+1$ electrons, $E_0$ for $N$ and $E_-$ for $N-1$. Relaxing means replacing each energy by its infimum over $x$, separately for each charge state. Freezing means evaluating all three at one reference point $x_0$.

## The gap difference as two relaxation energies

With these energies the two gaps are

$$\Delta_{\text{frozen}} = E_+(x_0)+E_-(x_0)-2E_0(x_0),$$

$$\Delta_{\text{relaxed}} = \inf_x E_+(x)+\inf_x E_-(x)-2\inf_x E_0(x).$$

Each is an ionization energy minus an electron affinity. Suppose that $x_0$ minimizes $E_0$, and that $E_+$ and $E_-$ are quadratic in $x$, with gradients $g$ and $h$ at $x_0$ and positive definite Hessians $A$ and $B$. Then

$$\Delta_{\text{frozen}}-\Delta_{\text{relaxed}}=\tfrac12\left(\langle g,A^{-1}g\rangle+\langle h,B^{-1}h\rangle\right).$$

The two Hessians may differ. The right-hand side is never negative, and it is zero exactly when $g=h=0$. The inequality $\Delta_{\text{relaxed}}\le\Delta_{\text{frozen}}$ holds under weaker assumptions: it is enough that $x_0$ minimizes $E_0$ and that $E_\pm$ are bounded below, whatever their shape.

## Frozen-orbital gaps, ΔSCF and screening in a code

A code that evaluates the charged states with the orbitals of the neutral one obtains $\Delta_{\text{frozen}}$; a ΔSCF calculation that reoptimizes each charge state aims at $\Delta_{\text{relaxed}}$. In Koopmans-compliant functionals, screening coefficients account for the relaxation that an unscreened correction leaves out. Under the assumptions of the previous section, the formula gives the total effect of orbital relaxation on the gap.

The formula also suggests an estimate that needs no second self-consistent calculation. Given the gradient and Hessian of a charged state at the frozen orbitals, solve $Ap=g$ and take $\tfrac12\langle g,p\rangle$ as the relaxation energy. This is exact in the quadratic model. For a general smooth functional it is a second-order estimate, provided that the Hessian at the frozen orbitals is positive definite.

The inequality can serve as a consistency check: if a reoptimized gap comes out above the frozen one for the same energy functions, either a charged state has not reached its global minimum or the reference orbitals do not minimize the $N$-electron energy.

## Completing the square for each charged state

Write $d=x-x_0$, $a=E_+(x_0)$ and $p=A^{-1}g$. The energy of the $N+1$ state is

$$E_+(x)=a+\langle g,d\rangle+\tfrac12\langle d,Ad\rangle.$$

Expand the quadratic form in the shifted displacement:

$$\langle d+p,A(d+p)\rangle=\langle d,Ad\rangle+\langle d,Ap\rangle+\langle p,Ad\rangle+\langle p,Ap\rangle.$$

Since $Ap=g$, the second term is $\langle g,d\rangle$. Since $A$ is symmetric, the third is $\langle Ap,d\rangle=\langle g,d\rangle$ as well. The last is $\langle p,g\rangle=\langle g,A^{-1}g\rangle$. Therefore

$$E_+(x)=a-\tfrac12\langle g,A^{-1}g\rangle+\tfrac12\langle d+p,A(d+p)\rangle.$$

The last term is nonnegative and vanishes at $d=-p$, which is the Newton step. The minimum is thus attained at $x_0-A^{-1}g$, and

$$\inf_x E_+(x)=a-\tfrac12\langle g,A^{-1}g\rangle.$$

With $b=E_-(x_0)$, the same argument gives $\inf_x E_-(x)=b-\tfrac12\langle h,B^{-1}h\rangle$. The $N$-electron state is already relaxed, so $\inf_x E_0(x)=E_0(x_0)$. Subtracting the relaxed gap from the frozen gap,

$$(a+b-2E_0(x_0))-\left(a-\tfrac12\langle g,A^{-1}g\rangle+b-\tfrac12\langle h,B^{-1}h\rangle-2E_0(x_0)\right),$$

leaves the stated sum.

If $g\neq0$, then $p\neq0$ and $\langle g,A^{-1}g\rangle=\langle p,Ap\rangle>0$; the same holds for $h$ and $B$. A sum of two nonnegative terms vanishes only if both do, so the gaps agree exactly when both gradients vanish.

For charged-state energies of any shape that are bounded below, $\inf_x E_\pm(x)\le E_\pm(x_0)$ and $\inf_x E_0(x)=E_0(x_0)$ already give $\Delta_{\text{relaxed}}\le\Delta_{\text{frozen}}$.

## Two orbital parameters with numbers

In arbitrary energy units, take $E_0(x_0)=-10$, $a=-9$, $b=-4$ and

$$A=\begin{pmatrix}2&1\\1&2\end{pmatrix},\quad g=\begin{pmatrix}3\\0\end{pmatrix},\quad B=\begin{pmatrix}1&0\\0&4\end{pmatrix},\quad h=\begin{pmatrix}1\\2\end{pmatrix}.$$

Then $A^{-1}g=(2,-1)$ and $\langle g,A^{-1}g\rangle=6$, so the $N+1$ state relaxes by $3$, to $-12$. Likewise $B^{-1}h=(1,\tfrac12)$ and $\langle h,B^{-1}h\rangle=2$, so the $N-1$ state relaxes by $1$, to $-5$. The frozen gap is $-9-4+20=7$ and the relaxed gap is $-12-5+20=3$. Their difference is $4=(6+2)/2$.

## Reference orbitals that do not minimize the N-electron energy

Take one parameter, $x_0=0$, $E_\pm(x)=\tfrac12x^2$ and $E_0(x)=x+\tfrac12x^2$. All three energies vanish at $x_0$, so the frozen gap is $0$. The charged states are already relaxed, but $E_0$ falls to $-\tfrac12$ at $x=-1$, so the relaxed gap is $-2\cdot(-\tfrac12)=1$. The frozen gap is now too small. The bound therefore needs some condition that ties $x_0$ to $E_0$.

In practice the reference orbitals can fail to minimize $E_0$ when the $N$-electron calculation is unconverged, or when its orbitals were optimized for a different functional. A code that inserts the same number $E_0(x_0)$ in both gaps will not notice, because the $N$-electron terms then cancel in the difference.

## The Lean file

```lean
import Mathlib

open Matrix

namespace KoopmansGapRelaxation

noncomputable section

variable {n : Type*} [Fintype n]

/-- Energy that is quadratic in the orbital parameters `x`, with value `e`, gradient `g`
and (for symmetric `A`) Hessian `A` at the reference orbitals `x0`. -/
def quadEnergy (e : ℝ) (g : n → ℝ) (A : Matrix n n ℝ) (x0 x : n → ℝ) : ℝ :=
  e + g ⬝ᵥ (x - x0) + 1 / 2 * ((x - x0) ⬝ᵥ A *ᵥ (x - x0))

/-- Frozen-orbital gap `E(N+1) + E(N-1) - 2 E(N)`, with all three energies taken at the
same orbitals `x0`. The arguments are the energies of `N+1`, `N` and `N-1` electrons. -/
def frozenGap (Ep E0 Em : (n → ℝ) → ℝ) (x0 : n → ℝ) : ℝ :=
  Ep x0 + Em x0 - 2 * E0 x0

/-- Relaxed gap `E(N+1) + E(N-1) - 2 E(N)`, with each energy minimized separately over the
orbitals; it is meant for energies that are bounded below. -/
def relaxedGap (Ep E0 Em : (n → ℝ) → ℝ) : ℝ :=
  (⨅ x, Ep x) + (⨅ x, Em x) - 2 * ⨅ x, E0 x

/-- At the reference orbitals the quadratic energy takes its frozen value `e`. -/
theorem quadEnergy_self (e : ℝ) (g : n → ℝ) (A : Matrix n n ℝ) (x0 : n → ℝ) :
    quadEnergy e g A x0 x0 = e := by
  simp [quadEnergy]

omit [Fintype n] in
/-- If `x0` minimizes the `N`-electron energy and the `N+1` and `N-1` energies are bounded
below, the relaxed gap is at most the frozen-orbital gap, whatever the form of the energies. -/
theorem relaxedGap_le_frozenGap {Ep E0 Em : (n → ℝ) → ℝ} {x0 : n → ℝ}
    (hmin : ∀ x, E0 x0 ≤ E0 x) (hp : BddBelow (Set.range Ep))
    (hm : BddBelow (Set.range Em)) :
    relaxedGap Ep E0 Em ≤ frozenGap Ep E0 Em x0 := by
  -- relaxation lowers the charged states but not the N-electron state
  have h1 : (⨅ x, Ep x) ≤ Ep x0 := ciInf_le hp x0
  have h2 : (⨅ x, Em x) ≤ Em x0 := ciInf_le hm x0
  have h3 : E0 x0 ≤ ⨅ x, E0 x := le_ciInf hmin
  unfold relaxedGap frozenGap
  linarith

variable [DecidableEq n]

/-- Completing the square: for a positive definite Hessian the quadratic energy is a constant
plus a quadratic form in the displacement from the relaxed orbitals `x0 - A⁻¹ g`. -/
theorem quadEnergy_complete_square {A : Matrix n n ℝ} (hA : A.PosDef)
    (e : ℝ) (g x0 x : n → ℝ) :
    quadEnergy e g A x0 x = e - 1 / 2 * (g ⬝ᵥ A⁻¹ *ᵥ g)
      + 1 / 2 * ((x - x0 + A⁻¹ *ᵥ g) ⬝ᵥ A *ᵥ (x - x0 + A⁻¹ *ᵥ g)) := by
  have hdet : IsUnit A.det := isUnit_iff_ne_zero.mpr hA.det_pos.ne'
  have hw : A *ᵥ (A⁻¹ *ᵥ g) = g := by
    rw [Matrix.mulVec_mulVec, Matrix.mul_nonsing_inv A hdet, Matrix.one_mulVec]
  have hT : Aᵀ = A := by
    rw [← Matrix.conjTranspose_eq_transpose_of_trivial]
    exact hA.isHermitian.eq
  unfold quadEnergy
  generalize x - x0 = d
  -- the symmetry of the Hessian makes the two cross terms equal
  have hsym : (A⁻¹ *ᵥ g) ⬝ᵥ A *ᵥ d = g ⬝ᵥ d := by
    rw [Matrix.dotProduct_mulVec, ← Matrix.mulVec_transpose, hT, hw]
  rw [Matrix.mulVec_add, hw, add_dotProduct, dotProduct_add, dotProduct_add, hsym,
    dotProduct_comm d g, dotProduct_comm (A⁻¹ *ᵥ g) g]
  ring

/-- For a positive definite Hessian the quadratic energy attains its minimum, which lies
`⟨g, A⁻¹ g⟩ / 2` below the frozen value `e`. -/
theorem quadEnergy_isLeast {A : Matrix n n ℝ} (hA : A.PosDef) (e : ℝ) (g x0 : n → ℝ) :
    IsLeast (Set.range (quadEnergy e g A x0)) (e - 1 / 2 * (g ⬝ᵥ A⁻¹ *ᵥ g)) := by
  constructor
  · -- the minimum is reached by the Newton step
    refine ⟨x0 - A⁻¹ *ᵥ g, ?_⟩
    have hz : x0 - A⁻¹ *ᵥ g - x0 + A⁻¹ *ᵥ g = 0 := by abel
    rw [quadEnergy_complete_square hA, hz, zero_dotProduct]
    ring
  · rintro _ ⟨x, rfl⟩
    have h := hA.posSemidef.dotProduct_mulVec_nonneg (x - x0 + A⁻¹ *ᵥ g)
    rw [star_trivial] at h
    rw [quadEnergy_complete_square hA]
    linarith

/-- For a positive definite Hessian, a nonzero gradient gives a strictly positive
`⟨g, A⁻¹ g⟩`, twice the relaxation energy. -/
theorem relaxation_pos {A : Matrix n n ℝ} (hA : A.PosDef) {g : n → ℝ} (hg : g ≠ 0) :
    0 < g ⬝ᵥ A⁻¹ *ᵥ g := by
  have h := hA.inv.dotProduct_mulVec_pos hg
  rwa [star_trivial] at h

/-- Let `x0` minimize the `N`-electron energy, and let the `N+1` and `N-1` energies be quadratic
with gradients `g`, `h` at `x0` and positive definite Hessians `A`, `B`. The frozen-orbital gap
exceeds the relaxed gap by `(⟨g, A⁻¹ g⟩ + ⟨h, B⁻¹ h⟩) / 2`. -/
theorem frozenGap_sub_relaxedGap {A B : Matrix n n ℝ} (hA : A.PosDef) (hB : B.PosDef)
    {E0 : (n → ℝ) → ℝ} {x0 : n → ℝ} (hmin : ∀ x, E0 x0 ≤ E0 x)
    (a b : ℝ) (g h : n → ℝ) :
    frozenGap (quadEnergy a g A x0) E0 (quadEnergy b h B x0) x0
      - relaxedGap (quadEnergy a g A x0) E0 (quadEnergy b h B x0)
      = (g ⬝ᵥ A⁻¹ *ᵥ g + h ⬝ᵥ B⁻¹ *ᵥ h) / 2 := by
  have h1 : (⨅ x, quadEnergy a g A x0 x) = a - 1 / 2 * (g ⬝ᵥ A⁻¹ *ᵥ g) :=
    (quadEnergy_isLeast hA a g x0).csInf_eq
  have h2 : (⨅ x, quadEnergy b h B x0 x) = b - 1 / 2 * (h ⬝ᵥ B⁻¹ *ᵥ h) :=
    (quadEnergy_isLeast hB b h x0).csInf_eq
  -- the N-electron state is already relaxed
  have h0 : (⨅ x, E0 x) = E0 x0 := by
    refine le_antisymm (ciInf_le ⟨E0 x0, ?_⟩ x0) (le_ciInf hmin)
    rintro _ ⟨x, rfl⟩
    exact hmin x
  unfold frozenGap relaxedGap
  rw [h1, h2, h0, quadEnergy_self, quadEnergy_self]
  ring

/-- With `x0` minimizing the `N`-electron energy and quadratic `N+1` and `N-1` energies with
positive definite Hessians, the frozen and relaxed gaps agree exactly when both gradients at
`x0` vanish. -/
theorem frozenGap_eq_relaxedGap_iff {A B : Matrix n n ℝ} (hA : A.PosDef) (hB : B.PosDef)
    {E0 : (n → ℝ) → ℝ} {x0 : n → ℝ} (hmin : ∀ x, E0 x0 ≤ E0 x)
    (a b : ℝ) (g h : n → ℝ) :
    frozenGap (quadEnergy a g A x0) E0 (quadEnergy b h B x0) x0
      = relaxedGap (quadEnergy a g A x0) E0 (quadEnergy b h B x0) ↔ g = 0 ∧ h = 0 := by
  have key := frozenGap_sub_relaxedGap hA hB hmin a b g h
  have hg0 := hA.inv.posSemidef.dotProduct_mulVec_nonneg g
  have hh0 := hB.inv.posSemidef.dotProduct_mulVec_nonneg h
  rw [star_trivial] at hg0 hh0
  constructor
  · intro heq
    constructor
    · by_contra hg
      have := relaxation_pos hA hg
      linarith
    · by_contra hh
      have := relaxation_pos hB hh
      linarith
  · rintro ⟨rfl, rfl⟩
    rw [zero_dotProduct, zero_dotProduct] at key
    linarith

/-- Let all three energies be quadratic with positive definite Hessians. If at `x0` the `N+1` and
`N-1` energies are stationary but the `N`-electron energy has a nonzero gradient, the
frozen-orbital gap is strictly smaller than the relaxed gap. -/
theorem frozenGap_lt_relaxedGap_of_not_stationary {A B C : Matrix n n ℝ}
    (hA : A.PosDef) (hB : B.PosDef) (hC : C.PosDef) (a b c : ℝ) (x0 : n → ℝ)
    {k : n → ℝ} (hk : k ≠ 0) :
    frozenGap (quadEnergy a 0 A x0) (quadEnergy c k C x0) (quadEnergy b 0 B x0) x0
      < relaxedGap (quadEnergy a 0 A x0) (quadEnergy c k C x0) (quadEnergy b 0 B x0) := by
  have h1 : (⨅ x, quadEnergy a 0 A x0 x) = a - 1 / 2 * ((0 : n → ℝ) ⬝ᵥ A⁻¹ *ᵥ 0) :=
    (quadEnergy_isLeast hA a 0 x0).csInf_eq
  have h2 : (⨅ x, quadEnergy b 0 B x0 x) = b - 1 / 2 * ((0 : n → ℝ) ⬝ᵥ B⁻¹ *ᵥ 0) :=
    (quadEnergy_isLeast hB b 0 x0).csInf_eq
  have h3 : (⨅ x, quadEnergy c k C x0 x) = c - 1 / 2 * (k ⬝ᵥ C⁻¹ *ᵥ k) :=
    (quadEnergy_isLeast hC c k x0).csInf_eq
  rw [zero_dotProduct] at h1 h2
  -- only the N-electron state relaxes, and it enters the gap with a minus sign
  have hpos := relaxation_pos hC hk
  unfold frozenGap relaxedGap
  rw [h1, h2, h3, quadEnergy_self, quadEnergy_self, quadEnergy_self]
  linarith

end

end KoopmansGapRelaxation
```

```lean
#print axioms KoopmansGapRelaxation.relaxedGap_le_frozenGap
#print axioms KoopmansGapRelaxation.frozenGap_eq_relaxedGap_iff
#print axioms KoopmansGapRelaxation.frozenGap_lt_relaxedGap_of_not_stationary
```

```
'KoopmansGapRelaxation.relaxedGap_le_frozenGap' depends on axioms: [propext, Classical.choice, Quot.sound]
'KoopmansGapRelaxation.frozenGap_eq_relaxedGap_iff' depends on axioms: [propext, Classical.choice, Quot.sound]
'KoopmansGapRelaxation.frozenGap_lt_relaxedGap_of_not_stationary' depends on axioms: [propext, Classical.choice, Quot.sound]
```

## What the definitions and theorems say

The index type `n` labels the orbital parameters, so `n → ℝ` is the space of $x$. The function `quadEnergy e g A x0` is the quadratic energy with value `e`, gradient `g` and Hessian `A` at `x0`. The notation `⬝ᵥ` is the real dot product and `*ᵥ` applies a matrix to a vector. The hypothesis `A.PosDef` includes symmetry, which is what makes `A` the Hessian.

The definitions `frozenGap` and `relaxedGap` take the energies in the order $N+1$, $N$, $N-1$. The electron number itself does not appear: the charge states are three functions `Ep`, `E0` and `Em`. The symbol `⨅` is the infimum over all parameters. For a real function that is unbounded below, Lean assigns it the value $0$, which is why the general inequality assumes `BddBelow`.

The main theorem, `frozenGap_sub_relaxedGap`, says that whenever `E0` is any function with a global minimum at `x0` (the hypothesis `hmin`), and the charged states are quadratic about the same `x0` with positive definite `A` and `B`, the gap difference is the formula above. The theorem `frozenGap_eq_relaxedGap_iff` gives the case of equality. `relaxedGap_le_frozenGap` is the inequality without the quadratic assumption, and it allows infinitely many parameters. `frozenGap_lt_relaxedGap_of_not_stationary` extends the one-parameter counter-example to any three positive definite Hessians: with the charged states stationary at `x0` and a nonzero $N$-electron gradient `k`, the frozen gap is strictly smaller.

## From the square to the gap in Lean

The algebra is in `quadEnergy_complete_square`. There `hw` is the equation $Ap=g$, and `hsym` uses the symmetry `hT` to identify the cross term $\langle p,Ad\rangle$ with $\langle g,d\rangle$. The rewrites expand the shifted quadratic form, and `ring` collects the terms.

`quadEnergy_isLeast` then proves two things: the value $e-\tfrac12\langle g,A^{-1}g\rangle$ is reached at the Newton step, and no other parameters give less, because the remaining quadratic form is nonnegative. In the main theorem, `csInf_eq` turns this into the two infima `h1` and `h2`, while `h0` states that the $N$-electron infimum is `E0 x0`. Substitution and `ring` finish the subtraction.

The equality criterion combines this identity with `relaxation_pos`, which obtains strict positivity from the positive definiteness of the inverse Hessian. If the gaps agree but one gradient is nonzero, a strictly positive term and a nonnegative one would have to sum to zero, and `linarith` finds the contradiction. The general inequality needs only three comparisons: `h1` and `h2` say that relaxation does not raise the charged states, and `h3` that it does not lower the $N$-electron state. The theorem on non-stationary reference orbitals evaluates all three infima with `quadEnergy_isLeast`; only the $N$-electron state relaxes, and it enters with a minus sign.

## What a code may infer, and under which conditions

The guarantee compares two gaps of the same energy functions. It says nothing about whether either gap is close to experiment, and it does not determine a screening coefficient for an individual orbital.

The quadratic form of $E_\pm$ is assumed, not derived from a Hamiltonian or a density functional. It stands for a linear response of the orbitals to adding or removing an electron. For a real functional the formula is an approximation whose error depends on the higher-order terms, whereas the inequality still applies if its two hypotheses hold.

Positive definiteness says that every change of the parameters away from the relaxed orbitals costs energy. This constrains the choice of parameters. If an energy depends only on a Slater determinant, rotations among equally occupied orbitals leave it unchanged. A Hessian that includes such rotations has directions of zero curvature, so it is not positive definite. Which rotations are redundant depends on the charge state: mixing the orbital to be emptied with another occupied one changes the $N-1$ determinant but not the $N+1$ determinant. A common parameter space that contains every rotation either state needs therefore violates the hypothesis, and `frozenGap_sub_relaxedGap` does not cover the full relaxation of determinants. `quadEnergy_isLeast` can still be applied to each charged state separately, with only that state's non-redundant rotations as parameters, provided that the Hessian in them is positive definite. In the quadratic model the two relaxation energies then add up to the gap difference as before.

Finally, the minima are global. A self-consistent calculation that stops at a local minimum or a saddle point returns an energy that may lie above the infimum in `relaxedGap`, and the theorems do not bound that discrepancy.
